# The reciprocal angle α* of a nondegenerate cell follows from α, β and γ

Take a cell with one edge perpendicular to the other two:

$$a_1=(0,0,1),\qquad a_2=(1,0,0),\qquad a_3=(\cos\alpha,\sin\alpha,0),\qquad 0<\alpha<\pi .$$

The reciprocal vectors $b_2$ and $b_3$ are proportional, with the same factor, to the face normals

$$a_3\times a_1=(\sin\alpha,-\cos\alpha,0),\qquad a_1\times a_2=(0,1,0).$$

These are unit vectors with dot product $-\cos\alpha$. The angle $\alpha^*$ between $b_2$ and $b_3$ therefore satisfies $\cos\alpha^*=-\cos\alpha$, so $\alpha^*=\pi-\alpha$. A hexagonal cell with $\alpha=120^\circ$ has $\alpha^*=60^\circ$.

The general case works in the same way: $\alpha^*$ is an angle between two face normals, and the dot product of these normals, scaled to unit length, can be evaluated from the cell angles. With $\alpha=\angle(a_2,a_3)$, $\beta=\angle(a_3,a_1)$ and $\gamma=\angle(a_1,a_2)$, the result for linearly independent cell vectors is

$$\cos\alpha^*=\frac{\cos\beta\cos\gamma-\cos\alpha}{\sin\beta\sin\gamma}.$$

## Cartesian components in three dimensions

The first assumption is in the types. A vector is a function `Fin 3 → ℝ`, read as Cartesian components in an orthonormal frame, so that `⬝ᵥ` is the physical dot product and `⨯₃` the cross product. With components along skew cell edges, the plain sum of products would no longer be the dot product, and the metric tensor $g_{ij}=a_i\cdot a_j$ would have to enter.

```lean
import Mathlib

open Matrix

namespace ReciprocalCellAngles

noncomputable section
```

The length is $|u|=\sqrt{u\cdot u}$.

```lean
/-- The Euclidean length of a vector in three-dimensional space. -/
def len (u : Fin 3 → ℝ) : ℝ := √(u ⬝ᵥ u)
```

The angle is the arccosine of the normalised dot product, and so lies between $0$ and $\pi$.

```lean
/-- The angle, between `0` and `π`, enclosed by two nonzero vectors. -/
def angle (u v : Fin 3 → ℝ) : ℝ := Real.arccos (u ⬝ᵥ v / (len u * len v))
```

The volume $V=a_1\cdot(a_2\times a_3)$ carries a sign, so left-handed cells are allowed.

```lean
/-- The signed volume `u · (v × w)` of the cell spanned by three vectors. -/
def vol (u v w : Fin 3 → ℝ) : ℝ := u ⬝ᵥ (v ⨯₃ w)
```

The reciprocal vectors use the convention with $2\pi$. The first argument of `recip` is the cell vector to which the result belongs, and the other two follow in cyclic order: $b_2$ is `recip a₂ a₃ a₁` and $b_3$ is `recip a₃ a₁ a₂`. Omitting the $2\pi$, as crystallographers often do, changes no angle.

```lean
/-- The reciprocal vector `2π (v × w) / (u · (v × w))` belonging to the cell vector `u`,
for a cell `u, v, w` of nonzero volume. -/
def recip (u v w : Fin 3 → ℝ) : Fin 3 → ℝ := (2 * Real.pi / vol u v w) • (v ⨯₃ w)
```

The hand derivations of the next two relations, for the dot product and for the length of the cross product, use the Binet–Cauchy identity

$$(u\times v)\cdot(w\times x)=(u\cdot w)(v\cdot x)-(u\cdot x)(v\cdot w).$$

With $w=u$ and $x=v$ it gives $|u\times v|^2=|u|^2|v|^2-(u\cdot v)^2$. The left side is not negative, so $|u\cdot v|\le|u||v|$. The normalised dot product thus lies between $-1$ and $1$, where the cosine undoes the arccosine, and with $\theta=\angle(u,v)$

$$u\cdot v=|u||v|\cos\theta .$$

```lean
/-- The squared length of a vector is its dot product with itself. -/
theorem len_sq (u : Fin 3 → ℝ) : len u ^ 2 = u ⬝ᵥ u := by
  apply Real.sq_sqrt
  simp only [dotProduct]
  exact Finset.sum_nonneg fun i _ => mul_self_nonneg (u i)
```

The Lean proof of $u\cdot v=|u||v|\cos\theta$ first obtains the inequality $|u\cdot v|\le|u||v|$ from `cross_dot_cross`, the Binet–Cauchy identity. It then treats separately the case in which a length vanishes; there the inequality forces the dot product to be zero, so the relation holds for zero vectors too.

```lean
/-- The dot product is the product of the lengths and the cosine of the enclosed angle. -/
theorem dot_eq_len_mul_cos (u v : Fin 3 → ℝ) :
    u ⬝ᵥ v = len u * len v * Real.cos (angle u v) := by
  have hp : 0 ≤ len u * len v := mul_nonneg (Real.sqrt_nonneg _) (Real.sqrt_nonneg _)
  -- Cauchy-Schwarz, from the squared length of the cross product
  have h : |u ⬝ᵥ v| ≤ len u * len v := by
    refine abs_le_of_sq_le_sq ?_ hp
    have h1 := cross_dot_cross u v u v
    rw [← len_sq (u ⨯₃ v), dotProduct_comm v u] at h1
    rw [mul_pow, len_sq, len_sq]
    nlinarith [sq_nonneg (len (u ⨯₃ v))]
  rcases hp.eq_or_lt with h0 | h0
  · rw [← h0] at h ⊢
    rw [zero_mul]
    exact abs_nonpos_iff.mp h
  · obtain ⟨h1, h2⟩ := abs_le.mp h
    have hc : Real.cos (angle u v) = u ⬝ᵥ v / (len u * len v) :=
      Real.cos_arccos (by rw [le_div_iff₀ h0]; linarith) (by rw [div_le_iff₀ h0]; linarith)
    rw [hc]
    exact (div_mul_cancel₀ _ h0.ne').symm.trans (mul_comm _ _)
```

Inserting the cosine into the squared cross product gives $|u\times v|^2=|u|^2|v|^2(1-\cos^2\theta)=|u|^2|v|^2\sin^2\theta$. Since $\sin\theta\ge0$ on $[0,\pi]$, the root is $|u\times v|=|u||v|\sin\theta$. The proof likewise compares the squares of two non-negative numbers.

```lean
/-- The length of the cross product is the product of the lengths and the sine of the
enclosed angle. -/
theorem len_cross (u v : Fin 3 → ℝ) :
    len (u ⨯₃ v) = len u * len v * Real.sin (angle u v) := by
  have hs : 0 ≤ Real.sin (angle u v) :=
    Real.sin_nonneg_of_nonneg_of_le_pi (Real.arccos_nonneg _) (Real.arccos_le_pi _)
  have hp : 0 ≤ len u * len v := mul_nonneg (Real.sqrt_nonneg _) (Real.sqrt_nonneg _)
  have hl : 0 ≤ len (u ⨯₃ v) := Real.sqrt_nonneg _
  refine (sq_eq_sq₀ hl (mul_nonneg hp hs)).mp ?_
  rw [len_sq, cross_dot_cross, dotProduct_comm v u, dot_eq_len_mul_cos u v,
    ← len_sq u, ← len_sq v]
  linear_combination (-(len u ^ 2 * len v ^ 2)) * Real.sin_sq_add_cos_sq (angle u v)
```

A common factor will have to be removed from the reciprocal vectors, which needs $|ku|=|k||u|$.

```lean
/-- Scaling a vector by `k` scales its length by `|k|`. -/
theorem len_smul (k : ℝ) (u : Fin 3 → ℝ) : len (k • u) = |k| * len u := by
  unfold len
  rw [smul_dotProduct, dotProduct_smul, smul_eq_mul, smul_eq_mul, ← mul_assoc k k,
    Real.sqrt_mul (mul_self_nonneg k), Real.sqrt_mul_self_eq_abs]
```

## A cell with nonzero volume

Physically, $V\neq0$ says that the three edges enclose a genuine cell. By hand, it is what permits the division in

$$b_2=\frac{2\pi}{V}\,a_3\times a_1,\qquad b_3=\frac{2\pi}{V}\,a_1\times a_2 .$$

These vectors deserve the name reciprocal because $b_i\cdot a_j=2\pi\delta_{ij}$. For $b_1$, the product with $a_1$ is $(2\pi/V)V=2\pi$, and the products with $a_2$ and $a_3$ vanish because a cross product is perpendicular to its factors. The theorem `recip_dual` proves this for any `u`, `v`, `w` of nonzero volume, and cyclic relabelling covers $b_2$ and $b_3$. If instead $u$ lay in the span of $v$ and $w$, no vector perpendicular to both could have product $2\pi$ with $u$.

```lean
/-- In a cell of nonzero volume, the reciprocal vector of `u` has dot product `2π` with `u`
and is perpendicular to the other two cell vectors. -/
theorem recip_dual {u v w : Fin 3 → ℝ} (h : vol u v w ≠ 0) :
    recip u v w ⬝ᵥ u = 2 * Real.pi ∧ recip u v w ⬝ᵥ v = 0 ∧ recip u v w ⬝ᵥ w = 0 := by
  unfold recip
  refine ⟨?_, ?_, ?_⟩
  · rw [smul_dotProduct, dotProduct_comm, smul_eq_mul]
    exact div_mul_cancel₀ _ h
  · rw [smul_dotProduct, dotProduct_comm, dot_self_cross, smul_zero]
  · rw [smul_dotProduct, dotProduct_comm, dot_cross_self, smul_zero]
```

The volume is unchanged under cyclic permutation, so $b_2$ and $b_3$ carry the same factor $k=2\pi/V$. In the normalised dot product the numerator acquires $k^2$ and the denominator $|k|^2=k^2$. These cancel because $k\neq0$, also when $V$ is negative. Hence $\alpha^*$ is the angle between $a_3\times a_1$ and $a_1\times a_2$. The proof of `angle_recip` names the common factor `k` and performs this cancellation in its last line.

```lean
/-- In a cell of nonzero volume, the angle between the reciprocal vectors `b₂` and `b₃` is
the angle between the face normals `a₃ × a₁` and `a₁ × a₂`. -/
theorem angle_recip {a₁ a₂ a₃ : Fin 3 → ℝ} (h : vol a₁ a₂ a₃ ≠ 0) :
    angle (recip a₂ a₃ a₁) (recip a₃ a₁ a₂) = angle (a₃ ⨯₃ a₁) (a₁ ⨯₃ a₂) := by
  have h2 : vol a₂ a₃ a₁ = vol a₁ a₂ a₃ := (triple_product_permutation a₁ a₂ a₃).symm
  have h3 : vol a₃ a₁ a₂ = vol a₁ a₂ a₃ := triple_product_permutation a₃ a₁ a₂
  unfold recip
  rw [h2, h3]
  -- both reciprocal vectors carry the same nonzero factor
  have hk : 2 * Real.pi / vol a₁ a₂ a₃ ≠ 0 :=
    div_ne_zero (mul_ne_zero two_ne_zero Real.pi_ne_zero) h
  generalize 2 * Real.pi / vol a₁ a₂ a₃ = k at hk
  generalize a₃ ⨯₃ a₁ = u
  generalize a₁ ⨯₃ a₂ = v
  unfold angle
  have e : |k| * len u * (|k| * len v) = k * k * (len u * len v) := by
    linear_combination (len u * len v) * abs_mul_abs_self k
  rw [len_smul, len_smul, smul_dotProduct, dotProduct_smul, smul_eq_mul, smul_eq_mul, e,
    ← mul_assoc k k, mul_div_mul_left _ _ (mul_ne_zero hk hk)]
```

## Linearly independent cell vectors

The main theorem assumes `LinearIndependent ℝ ![a₁, a₂, a₃]`: no edge lies in the plane or on the line spanned by the others. This supplies every nonzero quantity needed for the divisions.

By hand, $V$ is the determinant of the matrix with rows $a_1,a_2,a_3$, which is nonzero for independent rows. If the face spanned by $a_3$ and $a_1$ had zero area, then $a_3\times a_1=0$ and $V=a_2\cdot(a_3\times a_1)=0$, a contradiction. So $|a_3||a_1|\sin\beta\neq0$, and similarly $|a_1||a_2|\sin\gamma\neq0$. All three lengths and both sines are therefore nonzero. In the proof, `hV` is the determinant step and `key` is the argument about the face.

```lean
/-- Linearly independent cell vectors span a nonzero volume, have nonzero lengths, and
the sines of the cell angles `β` and `γ` are nonzero. -/
theorem cell_nondegenerate {a₁ a₂ a₃ : Fin 3 → ℝ} (h : LinearIndependent ℝ ![a₁, a₂, a₃]) :
    vol a₁ a₂ a₃ ≠ 0 ∧ len a₁ ≠ 0 ∧ len a₂ ≠ 0 ∧ len a₃ ≠ 0 ∧
      Real.sin (angle a₃ a₁) ≠ 0 ∧ Real.sin (angle a₁ a₂) ≠ 0 := by
  -- the volume is the determinant of the matrix of cell vectors
  have hV : vol a₁ a₂ a₃ ≠ 0 := by
    have hu : IsUnit (Matrix.of ![a₁, a₂, a₃] : Matrix (Fin 3) (Fin 3) ℝ) :=
      Matrix.linearIndependent_rows_iff_isUnit.mp h
    have hd := ((Matrix.isUnit_iff_isUnit_det _).mp hu).ne_zero
    have e : (Matrix.of ![a₁, a₂, a₃] : Matrix (Fin 3) (Fin 3) ℝ).det = vol a₁ a₂ a₃ := by
      simp [vol, Matrix.det_fin_three, cross_apply, dotProduct, Fin.sum_univ_three]
      ring
    rwa [e] at hd
  -- a face of zero area would make the volume vanish
  have key : ∀ u v w : Fin 3 → ℝ, vol u v w ≠ 0 →
      len v * len w * Real.sin (angle v w) ≠ 0 := by
    intro u v w hv h0
    rw [← len_cross] at h0
    have hz : v ⨯₃ w = 0 := dotProduct_self_eq_zero.mp (by rw [← len_sq, h0]; norm_num)
    exact hv (by rw [vol, hz, dotProduct_zero])
  have h2 : vol a₂ a₃ a₁ = vol a₁ a₂ a₃ := (triple_product_permutation a₁ a₂ a₃).symm
  have h3 : vol a₃ a₁ a₂ = vol a₁ a₂ a₃ := triple_product_permutation a₃ a₁ a₂
  have k2 := key a₂ a₃ a₁ (by rwa [h2])
  have k3 := key a₃ a₁ a₂ (by rwa [h3])
  simp only [mul_ne_zero_iff] at k2 k3
  exact ⟨hV, k2.1.2, k3.1.2, k2.1.1, k2.2, k3.2⟩
```

Now evaluate the dot product of the two face normals in two ways. Binet–Cauchy gives

$$\begin{aligned}
(a_3\times a_1)\cdot(a_1\times a_2)&=(a_3\cdot a_1)(a_1\cdot a_2)-(a_3\cdot a_2)(a_1\cdot a_1)\\
&=|a_1|^2|a_2||a_3|(\cos\beta\cos\gamma-\cos\alpha),
\end{aligned}$$

while the lengths of the normals and the angle between them give

$$(a_3\times a_1)\cdot(a_1\times a_2)=|a_1|^2|a_2||a_3|\sin\beta\sin\gamma\cos\alpha^* .$$

Cancelling the lengths and dividing by the sines yields the formula. In Lean, `hd` is the equality of the two evaluations, `mul_left_cancel₀` removes the lengths, and `eq_div_iff` has already moved the sines to the other side. The statement has three parts: $\sin\beta\neq0$, $\sin\gamma\neq0$, and the formula. Cyclic relabelling gives the corresponding formulas for the other two reciprocal angles.

```lean
/-- For linearly independent cell vectors, `sin β` and `sin γ` are nonzero and the reciprocal
angle `α*` between `b₂` and `b₃` obeys `cos α* = (cos β cos γ - cos α) / (sin β sin γ)`. -/
theorem cos_reciprocal_angle {a₁ a₂ a₃ : Fin 3 → ℝ}
    (h : LinearIndependent ℝ ![a₁, a₂, a₃]) :
    Real.sin (angle a₃ a₁) ≠ 0 ∧ Real.sin (angle a₁ a₂) ≠ 0 ∧
    Real.cos (angle (recip a₂ a₃ a₁) (recip a₃ a₁ a₂)) =
      (Real.cos (angle a₃ a₁) * Real.cos (angle a₁ a₂) - Real.cos (angle a₂ a₃)) /
        (Real.sin (angle a₃ a₁) * Real.sin (angle a₁ a₂)) := by
  obtain ⟨hV, l1, l2, l3, sβ, sγ⟩ := cell_nondegenerate h
  refine ⟨sβ, sγ, ?_⟩
  rw [angle_recip hV, eq_div_iff (mul_ne_zero sβ sγ)]
  -- the dot product of the two face normals, evaluated in two ways
  have hd := dot_eq_len_mul_cos (a₃ ⨯₃ a₁) (a₁ ⨯₃ a₂)
  rw [cross_dot_cross, len_cross, len_cross, dotProduct_comm a₃ a₂, ← len_sq a₁,
    dot_eq_len_mul_cos a₃ a₁, dot_eq_len_mul_cos a₁ a₂, dot_eq_len_mul_cos a₂ a₃] at hd
  apply mul_left_cancel₀ (mul_ne_zero (mul_ne_zero (pow_ne_zero 2 l1) l2) l3)
  linear_combination -hd
```

It is not enough that no two edges are parallel. For the flat cell $a_1=(1,0,0)$, $a_2=(0,1,0)$, $a_3=(1,1,0)$ both sines are nonzero and the right-hand side equals $-1$, but there are no reciprocal vectors. Lean's convention for division by zero makes `recip` the zero vector and the cosine on the left $0$, so the equation fails.

The sine of $\alpha^*$ comes from the cross product of the same normals. Write $p=a_3\times a_1$. Then

$$p\times(a_1\times a_2)=a_1(p\cdot a_2)-a_2(p\cdot a_1)=V a_1,$$

because $p\cdot a_2=V$ and $p\cdot a_1=0$. Taking lengths on both sides gives $|V||a_1|=|a_1|^2|a_2||a_3|\sin\beta\sin\gamma\sin\alpha^*$, and so

$$\sin\alpha^*=\frac{|V|}{|a_1||a_2||a_3|\sin\beta\sin\gamma}.$$

The proof checks the vector identity component by component (`e`), takes lengths (`hc`) and cancels $|a_1|$.

```lean
/-- For linearly independent cell vectors, the sine of the reciprocal angle `α*` is the absolute
value of the signed cell volume, divided by the three edge lengths and by `sin β sin γ`. -/
theorem sin_reciprocal_angle {a₁ a₂ a₃ : Fin 3 → ℝ}
    (h : LinearIndependent ℝ ![a₁, a₂, a₃]) :
    Real.sin (angle (recip a₂ a₃ a₁) (recip a₃ a₁ a₂)) =
      |vol a₁ a₂ a₃| / (len a₁ * len a₂ * len a₃ *
        (Real.sin (angle a₃ a₁) * Real.sin (angle a₁ a₂))) := by
  obtain ⟨hV, l1, l2, l3, sβ, sγ⟩ := cell_nondegenerate h
  rw [angle_recip hV, eq_div_iff
    (mul_ne_zero (mul_ne_zero (mul_ne_zero l1 l2) l3) (mul_ne_zero sβ sγ))]
  -- the two face normals have a cross product along their common edge
  have e : (a₃ ⨯₃ a₁) ⨯₃ (a₁ ⨯₃ a₂) = vol a₁ a₂ a₃ • a₁ := by
    ext i
    fin_cases i <;> simp [vol, cross_apply, dotProduct, Fin.sum_univ_three] <;> ring
  have hc := len_cross (a₃ ⨯₃ a₁) (a₁ ⨯₃ a₂)
  rw [e, len_smul, len_cross a₃ a₁, len_cross a₁ a₂] at hc
  apply mul_left_cancel₀ l1
  linear_combination -hc
```

If a cell is flattened so that $V\to0$ while the edge lengths, $\beta$ and $\gamma$ stay fixed with nonzero sines, then $\sin\alpha^*\to0$: the directions of $b_2$ and $b_3$ become collinear.

In a plane-wave calculation at the Γ point, where the Bloch wave vector is zero, a plane wave with reciprocal lattice vector $G$ has the kinetic energy $\hbar^2|G|^2/2m$, with $m$ the electron mass. The value of $\cos\alpha^*$ enters when $G$ has nonzero components along both $b_2$ and $b_3$. The primitive fcc cell with cubic lattice constant $a$ has $\alpha=\beta=\gamma=60^\circ$, so

$$\cos\alpha^*=\frac{1/4-1/2}{3/4}=-\frac13,\qquad \alpha^*\approx109.47^\circ .$$

With $|b_2|=|b_3|=2\pi\sqrt3/a$, the vector $G=b_2+b_3$ has

$$|G|^2=\frac{12\pi^2}{a^2}\left(1+1-\frac23\right)=\frac{16\pi^2}{a^2},$$

which gives a kinetic energy of $8\pi^2\hbar^2/(ma^2)$.

## Right angles at β and γ

The last theorem adds `hβ` and `hγ`, which state $\beta=\gamma=\pi/2$: the edge $a_1$ is perpendicular to the face spanned by $a_2$ and $a_3$. The conventional monoclinic and hexagonal cells have this shape when $a_1$ is taken along the unique axis; other labellings need a permutation.

By hand, the cosines of $\beta$ and $\gamma$ vanish and their sines are $1$, so $\cos\alpha^*=-\cos\alpha=\cos(\pi-\alpha)$. Both $\alpha^*$ and $\pi-\alpha$ lie in $[0,\pi]$, where the cosine is injective, hence $\alpha^*=\pi-\alpha$. The proof does the same: it substitutes the right angles into `cos_reciprocal_angle` and applies `Real.injOn_cos`, with `r` providing the range of the angles.

One right angle is not enough in general. With only $\gamma=\pi/2$ the formula reads $\cos\alpha^*=-\cos\alpha/\sin\beta$, which differs from $-\cos\alpha$ unless $\alpha$ or $\beta$ is also a right angle.

```lean
/-- If, in a cell of linearly independent vectors, `a₁` is perpendicular to `a₂` and `a₃`,
then the reciprocal angle `α*` is the supplement `π - α` of the cell angle `α`. -/
theorem reciprocal_angle_of_perpendicular_axis {a₁ a₂ a₃ : Fin 3 → ℝ}
    (h : LinearIndependent ℝ ![a₁, a₂, a₃])
    (hβ : angle a₃ a₁ = Real.pi / 2) (hγ : angle a₁ a₂ = Real.pi / 2) :
    angle (recip a₂ a₃ a₁) (recip a₃ a₁ a₂) = Real.pi - angle a₂ a₃ := by
  have r : ∀ u v : Fin 3 → ℝ, 0 ≤ angle u v ∧ angle u v ≤ Real.pi :=
    fun u v => ⟨Real.arccos_nonneg _, Real.arccos_le_pi _⟩
  have hc := (cos_reciprocal_angle h).2.2
  rw [hβ, hγ, Real.cos_pi_div_two, Real.sin_pi_div_two] at hc
  -- the cosine is injective between 0 and π
  refine Real.injOn_cos (r _ _) ⟨?_, ?_⟩ ?_
  · linarith [(r a₂ a₃).2]
  · linarith [(r a₂ a₃).1]
  · rw [hc, Real.cos_pi_sub]
    ring

end

end ReciprocalCellAngles
```

```lean
#print axioms ReciprocalCellAngles.recip_dual
#print axioms ReciprocalCellAngles.sin_reciprocal_angle
#print axioms ReciprocalCellAngles.reciprocal_angle_of_perpendicular_axis
```

```
'ReciprocalCellAngles.recip_dual' depends on axioms: [propext, Classical.choice, Quot.sound]
'ReciprocalCellAngles.sin_reciprocal_angle' depends on axioms: [propext, Classical.choice, Quot.sound]
'ReciprocalCellAngles.reciprocal_angle_of_perpendicular_axis' depends on axioms: [propext, Classical.choice, Quot.sound]
```
